# The binding threshold of a single Slater function in a Yukawa potential

An electron is attracted by a charge that a surrounding medium screens. In the Yukawa model, with coupling $g$ and inverse screening length $k$, its potential energy is $-g e^{-kr}/r$ in atomic units. How much screening can a 1s trial function tolerate before it no longer predicts a bound state, and does the potential itself stop binding there?

```lean
import Mathlib

open MeasureTheory Set

namespace YukawaSlater

noncomputable section
```

For one particle and a real spherical function $\psi$, take

$$E[\psi]=\int_0^\infty 4\pi r^2\left(\frac{\psi'^2}{2}-g\,\frac{e^{-kr}}{r}\,\psi^2\right)dr .$$

This is `energy g k ψ`; `Ioi 0` is the range $r>0$. It does not divide by the norm.

```lean
/-- The energy expectation (atomic units) of a real spherical function `ψ` in the potential
`-g exp(-k r)/r`, as a radial integral over `r > 0`; `ψ` is not normalized here. -/
def energy (g k : ℝ) (ψ : ℝ → ℝ) : ℝ :=
  ∫ r in Ioi (0 : ℝ), 4 * Real.pi * r ^ 2 *
    ((deriv ψ r) ^ 2 / 2 - g * Real.exp (-(k * r)) / r * ψ r ^ 2)
```

The trial function is $s_z(r)=\sqrt{z^3/\pi}\,e^{-zr}$, with $z>0$ assumed in each theorem about it.

```lean
/-- The 1s Slater function with exponent `z > 0` and prefactor `sqrt (z³/π)`. -/
def slater (z r : ℝ) : ℝ := Real.sqrt (z ^ 3 / Real.pi) * Real.exp (-(z * r))
```

The last part uses a second function, $\phi(r)=(1+r^2/50)\,e^{-r/2}$.

```lean
/-- A Slater function with exponent 1/2 and a small quadratic correction, not normalized. -/
def correctedTrial (r : ℝ) : ℝ := (1 + r ^ 2 / 50) * Real.exp (-(r / 2))
```

### (a) Moments of an exponential

For $a>0$ and $n=0,1,2,\dots$, show that
$$M_n=\int_0^\infty r^n e^{-ar}\,dr=\frac{n!}{a^{n+1}}.$$

Directly, $M_0=1/a$. Integration by parts gives $M_n=(n/a)M_{n-1}$ for $n\ge1$, and induction finishes. The code specialises Mathlib's Gamma integral instead.

```lean
/-- The radial moment of order `n` of a decaying exponential with rate `a > 0` is
`n! / a^(n+1)`. -/
theorem radial_moment (n : ℕ) {a : ℝ} (ha : 0 < a) :
    ∫ r in Ioi (0 : ℝ), r ^ n * Real.exp (-(a * r)) = (n.factorial : ℝ) / a ^ (n + 1) := by
  have h := Real.integral_rpow_mul_exp_neg_mul_Ioi (a := (n : ℝ) + 1) (r := a)
    (by positivity) ha
  rw [Real.Gamma_nat_eq_factorial, add_sub_cancel_right] at h
  simp only [Real.rpow_natCast] at h
  have hp : (1 / a) ^ ((n : ℝ) + 1) = (1 / a) ^ (n + 1) := by
    exact_mod_cast Real.rpow_natCast (1 / a) (n + 1)
  rw [h, hp, one_div, inv_pow, div_eq_mul_inv, mul_comm]
```

### (b) Integrability

Show that $\int_0^\infty |r^n e^{-ar}|\,dr<\infty$ for $a>0$.

By hand, $r^ne^{-ar/2}$ is bounded, so the integrand is at most a constant times $e^{-ar/2}$.

Lean takes a shorter route. Mathlib assigns the value 0 to the integral of a non-integrable function (`integral_undef`). Since (a) gives a positive value, the function must be integrable, and no estimate is needed.

```lean
/-- A power of `r` times an exponential with decay rate `a > 0` is integrable over `r > 0`. -/
theorem radial_integrable (n : ℕ) {a : ℝ} (ha : 0 < a) :
    Integrable (fun r : ℝ => r ^ n * Real.exp (-(a * r))) (volume.restrict (Ioi 0)) := by
  by_contra h
  -- a non-integrable function would have integral zero, but the moment is positive
  have h0 : ∫ r in Ioi (0 : ℝ), r ^ n * Real.exp (-(a * r)) = 0 := integral_undef h
  rw [radial_moment n ha] at h0
  have : (0 : ℝ) < (n.factorial : ℝ) / a ^ (n + 1) := by positivity
  linarith
```

### (c) Polynomials times exponentials

For real $c_0,\dots,c_{m-1}$ and $a>0$, show integrability and
$$\int_0^\infty\sum_{i<m}c_i r^i e^{-ar}\,dr=\sum_{i<m}c_i\frac{i!}{a^{i+1}}.$$

Each term is integrable by (b), so the finite sum and the integral may be exchanged; then apply (a).

```lean
/-- A polynomial times an exponential with decay rate `a > 0` is integrable over `r > 0`, and
its integral is the sum of the moments weighted by the coefficients. -/
theorem radial_polynomial {m : ℕ} (c : Fin m → ℝ) {a : ℝ} (ha : 0 < a) :
    Integrable (fun r : ℝ => (∑ i, c i * r ^ (i : ℕ)) * Real.exp (-(a * r)))
      (volume.restrict (Ioi 0)) ∧
    ∫ r in Ioi (0 : ℝ), (∑ i, c i * r ^ (i : ℕ)) * Real.exp (-(a * r)) =
      ∑ i, c i * (((i : ℕ).factorial : ℝ) / a ^ ((i : ℕ) + 1)) := by
  have h : ∀ i ∈ (Finset.univ : Finset (Fin m)),
      Integrable (fun r : ℝ => c i * (r ^ (i : ℕ) * Real.exp (-(a * r))))
        (volume.restrict (Ioi 0)) := fun i _ => (radial_integrable i ha).const_mul (c i)
  have e : ∀ r : ℝ, (∑ i, c i * r ^ (i : ℕ)) * Real.exp (-(a * r)) =
      ∑ i, c i * (r ^ (i : ℕ) * Real.exp (-(a * r))) := by
    intro r
    rw [Finset.sum_mul]
    exact Finset.sum_congr rfl (fun i _ => by ring)
  simp only [e]
  refine ⟨MeasureTheory.integrable_finsetSum _ h, ?_⟩
  rw [MeasureTheory.integral_finsetSum _ h]
  simp only [integral_const_mul, radial_moment _ ha]
```

### (d) The density

Show that $\pi s_z^2=z^3e^{-2zr}$.

Squaring the prefactor gives $z^3/\pi$, and squaring the exponential doubles its rate.

```lean
/-- For `z > 0`, the density of the Slater function times `π` is `z³ exp(-2 z r)`. -/
theorem slater_density {z : ℝ} (hz : 0 < z) (r : ℝ) :
    Real.pi * slater z r ^ 2 = z ^ 3 * Real.exp (-(2 * z * r)) := by
  have hpi := Real.pi_pos
  have h1 : Real.sqrt (z ^ 3 / Real.pi) ^ 2 = z ^ 3 / Real.pi :=
    Real.sq_sqrt (by positivity)
  have h2 : Real.exp (-(z * r)) ^ 2 = Real.exp (-(2 * z * r)) := by
    rw [sq, ← Real.exp_add]; congr 1; ring
  rw [slater, mul_pow, h1, h2]
  field_simp
```

### (e) Normalization

Show that $\int_0^\infty 4\pi r^2 s_z^2\,dr=1$.

By (d) and (a), the integral is $4z^3\cdot 2/(2z)^3=1$.

```lean
/-- The Slater function with exponent `z > 0` is normalized. -/
theorem slater_normalized {z : ℝ} (hz : 0 < z) :
    ∫ r in Ioi (0 : ℝ), 4 * Real.pi * r ^ 2 * slater z r ^ 2 = 1 := by
  have e : ∀ r : ℝ, 4 * Real.pi * r ^ 2 * slater z r ^ 2 =
      4 * z ^ 3 * (r ^ 2 * Real.exp (-(2 * z * r))) := fun r => by
    linear_combination 4 * r ^ 2 * slater_density hz r
  simp only [e]
  rw [integral_const_mul, radial_moment 2 (by positivity), show Nat.factorial 2 = 2 from rfl,
    mul_div_assoc', div_eq_one_iff_eq (by positivity)]
  push_cast
  ring
```

### (f) The energy

For $k\ge0$, show that
$$E[s_z]=\frac{z^2}{2}-\frac{4gz^3}{(2z+k)^2}.$$

Since $s_z'=-zs_z$, the integrand is $2z^5r^2e^{-2zr}-4gz^3\,r\,e^{-(2z+k)r}$. The two moments give
$$2z^5\cdot\frac{2}{(2z)^3}-4gz^3\cdot\frac{1}{(2z+k)^2}.$$

In Lean, `hd` is the derivative, `linear_combination` checks the integrand at each $r>0$, and `integral_sub` separates the moments.

In a calculation with several 1s Slater functions, all centred on the screened charge, the same first moment supplies the screened-potential matrix elements: between $e^{-z_1r}$ and $e^{-z_2r}$ the element is $-4\pi g/(z_1+z_2+k)^2$.

```lean
/-- For `z > 0` and screening `k ≥ 0`, the Slater function has energy
`z²/2 - 4 g z³/(2z+k)²` in the potential `-g exp(-k r)/r`. -/
theorem energy_slater (g : ℝ) {k z : ℝ} (hk : 0 ≤ k) (hz : 0 < z) :
    energy g k (slater z) = z ^ 2 / 2 - 4 * g * z ^ 3 / (2 * z + k) ^ 2 := by
  have hd : ∀ r, deriv (slater z) r = -z * slater z r := fun r => by
    have h : HasDerivAt (fun x : ℝ => -(z * x)) (-z) r :=
      ((hasDerivAt_id' r).const_mul z).fun_neg.congr_deriv (by ring)
    have h' : HasDerivAt (slater z) (-z * slater z r) r :=
      (h.exp.const_mul (Real.sqrt (z ^ 3 / Real.pi))).congr_deriv (by rw [slater]; ring)
    exact h'.deriv
  -- the integrand is a difference of two moments
  have hI : energy g k (slater z) = ∫ r in Ioi (0 : ℝ),
      (2 * z ^ 5 * (r ^ 2 * Real.exp (-(2 * z * r))) -
        4 * g * z ^ 3 * (r ^ 1 * Real.exp (-((2 * z + k) * r)))) := by
    unfold energy
    refine setIntegral_congr_fun measurableSet_Ioi (fun r hr => ?_)
    have hr1 : r * r⁻¹ = 1 := mul_inv_cancel₀ (Set.mem_Ioi.mp hr).ne'
    have hX : Real.exp (-(k * r)) * Real.exp (-(2 * z * r)) =
        Real.exp (-((2 * z + k) * r)) := by
      rw [← Real.exp_add]; congr 1; ring
    rw [hd r]
    linear_combination (2 * r ^ 2 * z ^ 2 - 4 * g * r * Real.exp (-(k * r))) *
      slater_density hz r - 4 * g * r * Real.exp (-(k * r)) * Real.pi * slater z r ^ 2 * hr1
      - 4 * g * r * z ^ 3 * hX
  have h1 : 2 * z ^ 5 * ((Nat.factorial 2 : ℝ) / (2 * z) ^ (2 + 1)) = z ^ 2 / 2 := by
    rw [show Nat.factorial 2 = 2 from rfl, mul_div_assoc',
      div_eq_div_iff (by positivity) (by norm_num)]
    push_cast
    ring
  rw [hI, integral_sub ((radial_integrable 2 (by positivity)).const_mul _)
    ((radial_integrable 1 (by positivity)).const_mul _), integral_const_mul,
    integral_const_mul, radial_moment 2 (by positivity), radial_moment 1 (by positivity), h1,
    Nat.factorial_one, Nat.cast_one]
  ring
```

### (g) The sign of the energy

For $k\ge0$, show that $E[s_z]<0$ exactly when $(2z+k)^2<8gz$.

Factor (f):
$$E[s_z]=\frac{z^2}{2(2z+k)^2}\left[(2z+k)^2-8gz\right].$$
The prefactor is positive, so the bracket decides the sign.

```lean
/-- For `z > 0` and `k ≥ 0`, the Slater energy is negative exactly when `(2z+k)² < 8 g z`. -/
theorem energy_neg_iff (g : ℝ) {k z : ℝ} (hk : 0 ≤ k) (hz : 0 < z) :
    energy g k (slater z) < 0 ↔ (2 * z + k) ^ 2 < 8 * g * z := by
  have hs : 0 < 2 * z + k := by positivity
  have hc : 0 < z ^ 2 / (2 * (2 * z + k) ^ 2) := by positivity
  have hE : energy g k (slater z) =
      z ^ 2 / (2 * (2 * z + k) ^ 2) * ((2 * z + k) ^ 2 - 8 * g * z) := by
    rw [energy_slater g hk hz]
    field_simp
    ring
  rw [hE]
  constructor
  · intro h
    by_contra hn
    have := mul_nonneg hc.le (by linarith : 0 ≤ (2 * z + k) ^ 2 - 8 * g * z)
    linarith
  · intro h
    exact mul_neg_of_pos_of_neg hc (by linarith)
```

### (h) The threshold

For $k\ge0$, show that some $z>0$ gives $E[s_z]<0$ if and only if $k<g$.

If $z$ binds, then
$$8kz\le(2z-k)^2+8kz=(2z+k)^2<8gz,$$
so $k<g$. Conversely, let $k<g$ and take $z=g-k/2>0$. Then $2z+k=2g$, and
$$8gz-(2z+k)^2=4g(g-k)>0.$$
`nlinarith` receives the square and the product as hints. At $g=1$ the threshold is unit screening.

```lean
/-- For screening `k ≥ 0`, some Slater function with `z > 0` has negative energy in the
potential `-g exp(-k r)/r` if and only if `k < g`. -/
theorem slater_binds_iff (g : ℝ) {k : ℝ} (hk : 0 ≤ k) :
    (∃ z : ℝ, 0 < z ∧ energy g k (slater z) < 0) ↔ k < g := by
  constructor
  · rintro ⟨z, hz, h⟩
    rw [energy_neg_iff g hk hz] at h
    by_contra hn
    -- the square (2z-k)² gives (2z+k)² ≥ 8kz
    have := mul_nonneg hz.le (by linarith : 0 ≤ k - g)
    nlinarith [sq_nonneg (2 * z - k)]
  · intro h
    have hz : 0 < g - k / 2 := by linarith
    refine ⟨g - k / 2, hz, (energy_neg_iff g hk hz).2 ?_⟩
    nlinarith [mul_pos (by linarith : 0 < g) (by linarith : 0 < g - k)]
```

### (i) At the threshold

For $g=k\ge0$, show that
$$E[s_z]=\frac{z^2(2z-k)^2}{2(2z+k)^2}.$$

Put $g=k$ in (g) and use $(2z+k)^2-8kz=(2z-k)^2$. For $k>0$ the energy touches zero at $z=k/2$.

```lean
/-- When coupling and screening are both `k ≥ 0`, the energy of the Slater function with `z > 0`
is `z² (2z-k)² / (2 (2z+k)²)`. -/
theorem energy_at_threshold {k z : ℝ} (hk : 0 ≤ k) (hz : 0 < z) :
    energy k k (slater z) = z ^ 2 * (2 * z - k) ^ 2 / (2 * (2 * z + k) ^ 2) := by
  have hs : 0 < 2 * z + k := by positivity
  rw [energy_slater k hk hz]
  field_simp
  ring
```

### (j) The potential still binds

For $g=k=1$, show that $E[\phi]<0$.

Here $\phi'=\left(\frac r{25}-\frac12-\frac{r^2}{100}\right)e^{-r/2}$. Expanding and applying (c) with $a=1$ and $a=2$ gives
$$\frac{E[\phi]}{4\pi}=\frac{643}{2500}-\frac{1063}{4000}=-\frac{171}{20000}.$$
The lists `c` and `d` hold the two polynomials' coefficients.

The squared norm is $4\pi\cdot\frac{406}{125}$, so the normalized energy is $-171/64960\approx-0.0026$ hartree. By the variational principle, which the code does not formalise, this one-particle potential has a bound state at unit screening: the unbinding in (h) belongs to the one-parameter trial form. A calculation in the two-function basis $e^{-r/2}$, $r^2e^{-r/2}$ already finds the binding. Measuring lengths in units of $1/g$ carries the conclusion to every $g=k>0$, with energies multiplied by $g^2$.

```lean
/-- At unit coupling and unit screening, the corrected trial function has a negative energy
expectation. -/
theorem correctedTrial_binds : energy 1 1 correctedTrial < 0 := by
  have hd : ∀ r, deriv correctedTrial r =
      (r / 25 - 1 / 2 - r ^ 2 / 100) * Real.exp (-(r / 2)) := fun r => by
    have h1 : HasDerivAt (fun x : ℝ => 1 + x ^ 2 / 50) (r / 25) r :=
      (((hasDerivAt_pow 2 r).div_const 50).const_add 1).congr_deriv (by push_cast; ring)
    have h2 : HasDerivAt (fun x : ℝ => Real.exp (-(x / 2)))
        (Real.exp (-(r / 2)) * (-(1 / 2))) r :=
      ((hasDerivAt_id' r).div_const 2).fun_neg.exp
    have h3 : HasDerivAt correctedTrial
        ((r / 25 - 1 / 2 - r ^ 2 / 100) * Real.exp (-(r / 2))) r :=
      (h1.fun_mul h2).congr_deriv (by ring)
    exact h3.deriv
  -- coefficients of the kinetic and potential integrands
  obtain ⟨c, hc⟩ : ∃ c : Fin 7 → ℝ,
    c = ![0, 0, 1 / 8, -1 / 50, 29 / 5000, -1 / 2500, 1 / 20000] := ⟨_, rfl⟩
  obtain ⟨d, hd'⟩ : ∃ d : Fin 6 → ℝ, d = ![0, 1, 0, 1 / 25, 0, 1 / 2500] := ⟨_, rfl⟩
  have hp : ∀ r : ℝ, ∑ i, c i * r ^ (i : ℕ) =
      r ^ 2 * (r / 25 - 1 / 2 - r ^ 2 / 100) ^ 2 / 2 := by
    intro r
    rw [hc]
    simp [Fin.sum_univ_succ]
    ring
  have hq : ∀ r : ℝ, ∑ i, d i * r ^ (i : ℕ) = r * (1 + r ^ 2 / 50) ^ 2 := by
    intro r
    rw [hd']
    simp [Fin.sum_univ_succ]
    ring
  have hA := radial_polynomial c (a := 1) (by norm_num)
  have hB := radial_polynomial d (a := 2) (by norm_num)
  have hI : energy 1 1 correctedTrial = ∫ r in Ioi (0 : ℝ), 4 * Real.pi *
      ((∑ i, c i * r ^ (i : ℕ)) * Real.exp (-(1 * r)) -
        (∑ i, d i * r ^ (i : ℕ)) * Real.exp (-(2 * r))) := by
    unfold energy
    refine setIntegral_congr_fun measurableSet_Ioi (fun r hr => ?_)
    have hr1 : r * r⁻¹ = 1 := mul_inv_cancel₀ (Set.mem_Ioi.mp hr).ne'
    have hE : Real.exp (-(r / 2)) ^ 2 = Real.exp (-(1 * r)) := by
      rw [sq, ← Real.exp_add]; congr 1; ring
    have hX : Real.exp (-(1 * r)) * Real.exp (-(1 * r)) = Real.exp (-(2 * r)) := by
      rw [← Real.exp_add]; congr 1; ring
    rw [hd r, hp r, hq r, correctedTrial]
    linear_combination (2 * Real.pi * r ^ 2 * (r / 25 - 1 / 2 - r ^ 2 / 100) ^ 2
      - 4 * Real.pi * r * (1 + r ^ 2 / 50) ^ 2 * Real.exp (-(1 * r))) * hE
      - 4 * Real.pi * r * (1 + r ^ 2 / 50) ^ 2 * Real.exp (-(1 * r)) *
        Real.exp (-(r / 2)) ^ 2 * hr1
      - 4 * Real.pi * r * (1 + r ^ 2 / 50) ^ 2 * hX
  have hS : ∑ i, c i * (((i : ℕ).factorial : ℝ) / 1 ^ ((i : ℕ) + 1)) -
      ∑ i, d i * (((i : ℕ).factorial : ℝ) / 2 ^ ((i : ℕ) + 1)) = -171 / 20000 := by
    rw [hc, hd']
    norm_num [Fin.sum_univ_succ, Nat.factorial]
  rw [hI, integral_const_mul, integral_sub hA.1 hB.1, hA.2, hB.2, hS]
  linarith [Real.pi_pos]

end

end YukawaSlater
```

```lean
#print axioms YukawaSlater.slater_normalized
#print axioms YukawaSlater.slater_binds_iff
#print axioms YukawaSlater.energy_at_threshold
#print axioms YukawaSlater.correctedTrial_binds
```

```
'YukawaSlater.slater_normalized' depends on axioms: [propext, Classical.choice, Quot.sound]
'YukawaSlater.slater_binds_iff' depends on axioms: [propext, Classical.choice, Quot.sound]
'YukawaSlater.energy_at_threshold' depends on axioms: [propext, Classical.choice, Quot.sound]
'YukawaSlater.correctedTrial_binds' depends on axioms: [propext, Classical.choice, Quot.sound]
```
